# In a finite single-file cell, every tracer has the long-time diffusion constant of the centre of mass

## Atoms that cannot pass each other

Atoms in a pore too narrow for overtaking keep their order for good. For Brownian atoms with hard cores on an infinite line, in equilibrium at fixed density, this slows each atom so much that its mean square displacement at long times grows only as the square root of time. A simulation replaces the line by M atoms in a periodic cell of length L. The last atom then stays behind the periodic image of the first, so the whole file is confined to a moving window of length L. No atom can lag behind the centre of mass, or run ahead of it, by more than a bounded distance. If the centre of mass diffuses normally, so must every atom.

## The statement

Number the atoms 0, …, M − 1 and let x_i(n) be the unwrapped position of atom i after n steps. At every step

x_0(n) < x_1(n) < … < x_{M−1}(n) < x_0(n) + L.

Write X(n) for the mean of the M positions, which is the centre of mass for equal masses, and set

d_i(n) = x_i(n) − x_i(0),  R(n) = X(n) − X(0).

With E for the average over trajectories, the main result `tracer_diffusion` says: if E R(n)²/n → c, then E d_i(n)²/n → c for every i. The converse, `com_diffusion_of_tracer`, infers the limit for the centre of mass from that of a single tracer. For a time step τ, the diffusion constant is c/(2τ).

In the Lean file a random trajectory is `x : ℕ → Ω → Fin M → ℝ`, where `x n ω i` is x_i(n) in the realisation ω. The predicate `IsSingleFile L` requires strict order and every pair less than L apart, which is the chain of inequalities above. The functions `displacement` and `comDisplacement` are d_i and R, and `msd` is the mean square, an integral over the probability measure μ. It is an ensemble average from a fixed starting time, not a time average along one run.

The hypotheses are:

- `hfile`: the single-file condition holds at every step in every realisation, with the same L.
- `hmeas`: each position is a measurable random variable.
- `hcom`: R(n) has a finite mean square. Lean gives a non-integrable function the integral 0, so without this `msd` could be meaningless.
- `hc`: the limit c exists.

No force law or equation of motion appears. The existence of c is assumed in `tracer_diffusion`, but `tracer_diffusion_of_uncorrelated` derives it from a condition on the steps u_k = X(k+1) − X(k):

E u_k u_l = s if k = l, and 0 otherwise.

This holds for overdamped Brownian motion in continuous time, recorded at intervals τ, if all atoms have the same constant friction and the pore exerts no force along its axis. The forces between atoms then cancel in the sum, and only independent thermal kicks move the centre of mass. A steady drift is excluded. Steps that satisfy this condition are called uncorrelated below.

## Displacements stay within L of each other

Take i < j. The separation x_j − x_i lies strictly between 0 and L at the start and after n steps. The difference d_j(n) − d_i(n) is the change of this separation, so its modulus is less than L. For i = j the difference is 0, and L > 0.

Averaging over j gives

d_i(n) − R(n) = (1/M) Σ_j (d_i(n) − d_j(n)),

and therefore |d_i(n) − R(n)| < L.

## From displacements to mean squares

Fix n and write f = R(n), g = d_i(n). Since |g − f| ≤ L, we have |g + f| ≤ 2|f| + L, and

|g² − f²| = |g − f| |g + f| ≤ 2L|f| + L².

With m = E|f|, expanding E(|f| − m)² ≥ 0 gives m² ≤ E f². Averaging the previous line then yields

|E g² − E f²| ≤ 2L √(E f²) + L².

Divide by n:

|E g²/n − E f²/n| ≤ 2L √(E f²/n) √(1/n) + L²/n.

The first root tends to √c and the second to 0, so the right-hand side tends to 0 and the two mean squares, each divided by n, have the same limit. For the converse, exchange f and g; the tracer displacement is square integrable because it is R(n) plus a bounded term.

For uncorrelated steps, R(n) = u_0 + … + u_{n−1}. In the double sum for E R(n)² only the n diagonal terms survive, so

E R(n)² = n s,

and every tracer has the limit s.

## What this means for a simulation

For classical atoms in a strictly single-file cell of fixed length, a linear long-time mean square displacement reports the motion of the centre of mass, and is no evidence for normal diffusion in the infinite pore. With uncorrelated steps and s > 0, the estimate above shows that this regime has been reached once n s is much larger than L². This is a sufficient condition, and the regime may begin much earlier.

## A centre of mass at rest

If the atoms have equal masses and the total momentum is zero and conserved, R(n) = 0 throughout and c = 0. Each tracer then moves by less than L, its mean square displacement stays below L², and the theorem correctly gives the limit 0. Normal diffusion in the proper sense needs c > 0.

## The Lean file

```lean
import Mathlib

open MeasureTheory Filter Topology

namespace SingleFileDiffusion

noncomputable section

/-- Atoms on a line are in single file in a cell of length `L`: they are strictly ordered and
any two of them are less than `L` apart. -/
def IsSingleFile {M : ℕ} (L : ℝ) (y : Fin M → ℝ) : Prop :=
  StrictMono y ∧ ∀ i j, y j < y i + L

/-- The centre of mass of `M ≥ 1` atoms of equal mass. -/
def com {M : ℕ} (y : Fin M → ℝ) : ℝ := (∑ i, y i) / M

variable {Ω : Type*} {M : ℕ}

/-- The displacement of atom `i` after `n` steps of a random trajectory `x`. -/
def displacement (x : ℕ → Ω → Fin M → ℝ) (i : Fin M) (n : ℕ) (ω : Ω) : ℝ :=
  x n ω i - x 0 ω i

/-- The displacement of the centre of mass of `M ≥ 1` atoms after `n` steps. -/
def comDisplacement (x : ℕ → Ω → Fin M → ℝ) (n : ℕ) (ω : Ω) : ℝ :=
  com (x n ω) - com (x 0 ω)

/-- The move of the centre of mass of `M ≥ 1` atoms in the step from `k` to `k + 1`. -/
def comStep (x : ℕ → Ω → Fin M → ℝ) (k : ℕ) (ω : Ω) : ℝ :=
  com (x (k + 1) ω) - com (x k ω)

/-- The mean square of a square-integrable random displacement `d` after `n` steps. -/
def msd [MeasurableSpace Ω] (μ : Measure Ω) (d : ℕ → Ω → ℝ) (n : ℕ) : ℝ :=
  ∫ ω, d n ω ^ 2 ∂μ

/-- Between two single-file configurations `a` and `b`, the displacements of any two atoms
differ by less than `L`. -/
theorem relative_displacement_lt {L : ℝ} {a b : Fin M → ℝ}
    (ha : IsSingleFile L a) (hb : IsSingleFile L b) (i j : Fin M) :
    |(b i - a i) - (b j - a j)| < L := by
  have a1 := ha.2 i j
  have a2 := ha.2 j i
  have b1 := hb.2 i j
  have b2 := hb.2 j i
  rw [abs_lt]
  -- the separation of the two atoms keeps its sign
  rcases lt_trichotomy i j with h | h | h
  · have a3 := ha.1 h
    have b3 := hb.1 h
    constructor <;> linarith
  · subst h
    constructor <;> linarith
  · have a3 := ha.1 h
    have b3 := hb.1 h
    constructor <;> linarith

/-- Between two single-file configurations `a` and `b`, the displacement of each atom differs
from that of the centre of mass by less than `L`. -/
theorem displacement_sub_com_lt {L : ℝ} {a b : Fin M → ℝ}
    (ha : IsSingleFile L a) (hb : IsSingleFile L b) (i : Fin M) :
    |(b i - a i) - (com b - com a)| < L := by
  have hM : (0 : ℝ) < M := by exact_mod_cast i.pos
  -- the deviation is the average of the relative displacements
  have key : (b i - a i) - (com b - com a)
      = (∑ j, ((b i - a i) - (b j - a j))) / M := by
    have h1 : (∑ j, b j) / (M : ℝ) * M = ∑ j, b j := div_mul_cancel₀ _ hM.ne'
    have h2 : (∑ j, a j) / (M : ℝ) * M = ∑ j, a j := div_mul_cancel₀ _ hM.ne'
    rw [eq_div_iff hM.ne']
    simp only [com, Finset.sum_sub_distrib, Finset.sum_const, Finset.card_univ,
      Fintype.card_fin, nsmul_eq_mul]
    linear_combination h2 - h1
  rw [key, abs_div, abs_of_pos hM, div_lt_iff₀ hM]
  calc |∑ j, ((b i - a i) - (b j - a j))|
      ≤ ∑ j, |(b i - a i) - (b j - a j)| := Finset.abs_sum_le_sum_abs _ _
    _ < ∑ _j : Fin M, L := Finset.sum_lt_sum_of_nonempty ⟨i, Finset.mem_univ i⟩
        (fun j _ => relative_displacement_lt ha hb i j)
    _ = L * M := by simp [mul_comm]

variable [MeasurableSpace Ω] {μ : Measure Ω}

/-- A measurable random displacement that stays within `L` of a square-integrable one is
square integrable. -/
theorem memLp_of_close [IsProbabilityMeasure μ] {f g : Ω → ℝ} {L : ℝ} (hf : MemLp f 2 μ)
    (hg : AEStronglyMeasurable g μ) (h : ∀ ω, |g ω - f ω| ≤ L) : MemLp g 2 μ := by
  have hr : MemLp (fun ω => g ω - f ω) 2 μ :=
    MemLp.of_bound (hg.sub hf.1) L (ae_of_all _ h)
  have hs := hf.add hr
  have e : f + (fun ω => g ω - f ω) = g := by
    ext ω
    simp
  rwa [e] at hs

/-- If a measurable random displacement `g` stays within `L` of a square-integrable `f`, their
mean squares differ by at most `2 L` times the root mean square of `f`, plus `L ^ 2`. -/
theorem mean_square_sub_le [IsProbabilityMeasure μ] {f g : Ω → ℝ} {L : ℝ} (hf : MemLp f 2 μ)
    (hg : AEStronglyMeasurable g μ) (h : ∀ ω, |g ω - f ω| ≤ L) :
    |(∫ ω, g ω ^ 2 ∂μ) - ∫ ω, f ω ^ 2 ∂μ|
      ≤ 2 * L * Real.sqrt (∫ ω, f ω ^ 2 ∂μ) + L ^ 2 := by
  obtain ⟨ω₀⟩ := nonempty_of_isProbabilityMeasure μ
  have hL : 0 ≤ L := (abs_nonneg _).trans (h ω₀)
  have hf2 := hf.integrable_sq
  have hg2 := (memLp_of_close hf hg h).integrable_sq
  have hfa : Integrable (fun ω => |f ω|) μ := (hf.integrable (by norm_num)).abs
  obtain ⟨m, hm⟩ : ∃ m, m = ∫ ω, |f ω| ∂μ := ⟨_, rfl⟩
  -- the mean modulus is at most the root mean square
  have hms : m ≤ Real.sqrt (∫ ω, f ω ^ 2 ∂μ) := by
    have e : ∫ ω, (2 * m * |f ω| - m ^ 2) ∂μ = 2 * m * m - m ^ 2 := by
      rw [integral_sub (hfa.const_mul _) (integrable_const _), integral_const_mul, ← hm]
      simp
    have hle : ∫ ω, (2 * m * |f ω| - m ^ 2) ∂μ ≤ ∫ ω, f ω ^ 2 ∂μ := by
      refine integral_mono ((hfa.const_mul _).sub (integrable_const _)) hf2 (fun ω => ?_)
      change 2 * m * |f ω| - m ^ 2 ≤ f ω ^ 2
      nlinarith [sq_nonneg (|f ω| - m), sq_abs (f ω)]
    exact (le_abs_self m).trans (Real.abs_le_sqrt (by linarith))
  have hpt : ∀ ω, |g ω ^ 2 - f ω ^ 2| ≤ 2 * L * |f ω| + L ^ 2 := by
    intro ω
    have h1 := abs_le.1 (h ω)
    have h2 : |g ω + f ω| ≤ 2 * |f ω| + L := by
      have h3 := le_abs_self (f ω)
      have h4 := neg_abs_le (f ω)
      rw [abs_le]
      constructor <;> linarith [h1.1, h1.2]
    rw [show g ω ^ 2 - f ω ^ 2 = (g ω - f ω) * (g ω + f ω) by ring, abs_mul]
    calc |g ω - f ω| * |g ω + f ω| ≤ L * (2 * |f ω| + L) :=
          mul_le_mul (h ω) h2 (abs_nonneg _) hL
      _ = 2 * L * |f ω| + L ^ 2 := by ring
  rw [← integral_sub hg2 hf2]
  calc |∫ ω, (g ω ^ 2 - f ω ^ 2) ∂μ| ≤ ∫ ω, |g ω ^ 2 - f ω ^ 2| ∂μ :=
        abs_integral_le_integral_abs
    _ ≤ ∫ ω, (2 * L * |f ω| + L ^ 2) ∂μ :=
        integral_mono (hg2.sub hf2).abs ((hfa.const_mul _).add (integrable_const _)) hpt
    _ = 2 * L * m + L ^ 2 := by
        rw [integral_add (hfa.const_mul _) (integrable_const _), integral_const_mul, ← hm]
        simp
    _ ≤ 2 * L * Real.sqrt (∫ ω, f ω ^ 2 ∂μ) + L ^ 2 := by
        have := mul_le_mul_of_nonneg_left hms (by linarith : 0 ≤ 2 * L)
        linarith

/-- If `g` is measurable and stays within `L` of a square-integrable `f` at all times, and the
mean square of `f` divided by `n` tends to `c`, then so does that of `g`. -/
theorem diffusion_transfer [IsProbabilityMeasure μ] {f g : ℕ → Ω → ℝ} {L c : ℝ}
    (hf : ∀ n, MemLp (f n) 2 μ) (hg : ∀ n, AEStronglyMeasurable (g n) μ)
    (h : ∀ n ω, |g n ω - f n ω| ≤ L)
    (hc : Tendsto (fun n : ℕ => msd μ f n / n) atTop (𝓝 c)) :
    Tendsto (fun n : ℕ => msd μ g n / n) atTop (𝓝 c) := by
  have h1 : Tendsto (fun n : ℕ => 1 / (n : ℝ)) atTop (𝓝 0) :=
    tendsto_one_div_atTop_nhds_zero_nat
  have h3 : Tendsto (fun n : ℕ => 2 * L * (Real.sqrt (msd μ f n / n) * Real.sqrt (1 / (n : ℝ)))
      + L ^ 2 * (1 / (n : ℝ))) atTop (𝓝 (2 * L * (Real.sqrt c * Real.sqrt 0) + L ^ 2 * 0)) :=
    ((hc.sqrt.mul h1.sqrt).const_mul (2 * L)).add (h1.const_mul (L ^ 2))
  have e0 : 2 * L * (Real.sqrt c * Real.sqrt 0) + L ^ 2 * 0 = 0 := by simp
  rw [e0] at h3
  -- the difference of the two mean squares grows more slowly than `n`
  have hd : Tendsto (fun n : ℕ => msd μ g n / n - msd μ f n / n) atTop (𝓝 0) := by
    refine squeeze_zero_norm (fun n => ?_) h3
    have hn : (0 : ℝ) ≤ n := Nat.cast_nonneg n
    have e : Real.sqrt (msd μ f n / n) * Real.sqrt (1 / (n : ℝ))
        = Real.sqrt (msd μ f n) / n := by
      rw [Real.sqrt_div' _ hn, Real.sqrt_div' _ hn, Real.sqrt_one, div_mul_div_comm,
        Real.mul_self_sqrt hn, mul_one]
    have hb : |msd μ g n - msd μ f n| ≤ 2 * L * Real.sqrt (msd μ f n) + L ^ 2 :=
      mean_square_sub_le (hf n) (hg n) (h n)
    rw [Real.norm_eq_abs, ← sub_div, abs_div, abs_of_nonneg hn, e]
    calc |msd μ g n - msd μ f n| / (n : ℝ)
        ≤ (2 * L * Real.sqrt (msd μ f n) + L ^ 2) / n := div_le_div_of_nonneg_right hb hn
      _ = 2 * L * (Real.sqrt (msd μ f n) / n) + L ^ 2 * (1 / (n : ℝ)) := by ring
  simpa using hd.add hc

/-- Measurable single-file motion in a cell of fixed length, with square-integrable
centre-of-mass displacement: if the mean square of the latter divided by `n` tends to `c`,
that of every tracer does too. -/
theorem tracer_diffusion {x : ℕ → Ω → Fin M → ℝ} {L c : ℝ} [IsProbabilityMeasure μ]
    (hfile : ∀ n ω, IsSingleFile L (x n ω))
    (hmeas : ∀ n i, AEStronglyMeasurable (fun ω => x n ω i) μ)
    (hcom : ∀ n, MemLp (comDisplacement x n) 2 μ)
    (hc : Tendsto (fun n : ℕ => msd μ (comDisplacement x) n / n) atTop (𝓝 c)) (i : Fin M) :
    Tendsto (fun n : ℕ => msd μ (displacement x i) n / n) atTop (𝓝 c) :=
  diffusion_transfer hcom (fun n => (hmeas n i).sub (hmeas 0 i))
    (fun n ω => (displacement_sub_com_lt (hfile 0 ω) (hfile n ω) i).le) hc

/-- Conversely, for measurable single-file motion with square-integrable centre-of-mass
displacement, if the mean square displacement of one tracer divided by `n` tends to `c`, that
of the centre of mass does too. -/
theorem com_diffusion_of_tracer {x : ℕ → Ω → Fin M → ℝ} {L c : ℝ} [IsProbabilityMeasure μ]
    (hfile : ∀ n ω, IsSingleFile L (x n ω))
    (hmeas : ∀ n i, AEStronglyMeasurable (fun ω => x n ω i) μ)
    (hcom : ∀ n, MemLp (comDisplacement x n) 2 μ) (i : Fin M)
    (hc : Tendsto (fun n : ℕ => msd μ (displacement x i) n / n) atTop (𝓝 c)) :
    Tendsto (fun n : ℕ => msd μ (comDisplacement x) n / n) atTop (𝓝 c) := by
  have hclose : ∀ n ω, |displacement x i n ω - comDisplacement x n ω| ≤ L :=
    fun n ω => (displacement_sub_com_lt (hfile 0 ω) (hfile n ω) i).le
  refine diffusion_transfer (L := L)
    (fun n => memLp_of_close (hcom n) ((hmeas n i).sub (hmeas 0 i)) (hclose n))
    (fun n => (hcom n).1) (fun n ω => ?_) hc
  rw [abs_sub_comm]
  exact hclose n ω

/-- If the steps of the centre of mass are square integrable, mutually uncorrelated (zero mean
product) and of mean square `s`, its mean square displacement after `n` steps is `n * s`. -/
theorem msd_com_of_uncorrelated {x : ℕ → Ω → Fin M → ℝ} {s : ℝ}
    (hstep : ∀ k, MemLp (comStep x k) 2 μ)
    (hcov : ∀ k l, ∫ ω, comStep x k ω * comStep x l ω ∂μ = if k = l then s else 0) (n : ℕ) :
    msd μ (comDisplacement x) n = n * s := by
  have hint : ∀ k l, Integrable (fun ω => comStep x k ω * comStep x l ω) μ :=
    fun k l => (hstep k).integrable_mul (hstep l)
  -- the displacement is the sum of the steps; its square is a double sum
  have e : ∀ ω, comDisplacement x n ω ^ 2
      = ∑ k ∈ Finset.range n, ∑ l ∈ Finset.range n, comStep x k ω * comStep x l ω := by
    intro ω
    have hs : comDisplacement x n ω = ∑ k ∈ Finset.range n, comStep x k ω :=
      (Finset.sum_range_sub (fun k => com (x k ω)) n).symm
    rw [hs, sq, Finset.sum_mul_sum]
  have inner_sum : ∀ k ∈ Finset.range n,
      ∫ ω, ∑ l ∈ Finset.range n, comStep x k ω * comStep x l ω ∂μ = s := by
    intro k hk
    rw [MeasureTheory.integral_finsetSum _ (fun l _ => hint k l)]
    simp only [hcov]
    rw [Finset.sum_ite_eq, if_pos hk]
  unfold msd
  simp_rw [e]
  rw [MeasureTheory.integral_finsetSum _ (fun k _ => MeasureTheory.integrable_finsetSum _ (fun l _ => hint k l)),
    Finset.sum_congr rfl inner_sum]
  simp

/-- In measurable single-file motion whose centre of mass makes square-integrable, mutually
uncorrelated steps (zero mean product) of mean square `s`, the mean square displacement of every
tracer divided by `n` tends to `s`. -/
theorem tracer_diffusion_of_uncorrelated {x : ℕ → Ω → Fin M → ℝ} {L s : ℝ}
    [IsProbabilityMeasure μ] (hfile : ∀ n ω, IsSingleFile L (x n ω))
    (hmeas : ∀ n i, AEStronglyMeasurable (fun ω => x n ω i) μ)
    (hstep : ∀ k, MemLp (comStep x k) 2 μ)
    (hcov : ∀ k l, ∫ ω, comStep x k ω * comStep x l ω ∂μ = if k = l then s else 0)
    (i : Fin M) :
    Tendsto (fun n : ℕ => msd μ (displacement x i) n / n) atTop (𝓝 s) := by
  have hcom : ∀ n, MemLp (comDisplacement x n) 2 μ := by
    intro n
    have hs : comDisplacement x n = fun ω => ∑ k ∈ Finset.range n, comStep x k ω := by
      funext ω
      exact (Finset.sum_range_sub (fun k => com (x k ω)) n).symm
    rw [hs]
    exact MeasureTheory.memLp_finsetSum _ (fun k _ => hstep k)
  refine tracer_diffusion hfile hmeas hcom ?_ i
  refine tendsto_const_nhds.congr' ?_
  filter_upwards [eventually_gt_atTop 0] with n hn
  have hn' : (n : ℝ) ≠ 0 := by exact_mod_cast hn.ne'
  rw [msd_com_of_uncorrelated hstep hcov n, mul_div_cancel_left₀ _ hn']

end

end SingleFileDiffusion
```

```lean
#print axioms SingleFileDiffusion.tracer_diffusion
#print axioms SingleFileDiffusion.com_diffusion_of_tracer
#print axioms SingleFileDiffusion.tracer_diffusion_of_uncorrelated
```

```
'SingleFileDiffusion.tracer_diffusion' depends on axioms: [propext, Classical.choice, Quot.sound]
'SingleFileDiffusion.com_diffusion_of_tracer' depends on axioms: [propext, Classical.choice, Quot.sound]
'SingleFileDiffusion.tracer_diffusion_of_uncorrelated' depends on axioms: [propext, Classical.choice, Quot.sound]
```

## How the lemmas fit together

`relative_displacement_lt` compares two atoms. It splits into i < j, i = j and i > j with `lt_trichotomy`, and `linarith` combines the order and window inequalities at the two times. `displacement_sub_com_lt` establishes the averaging identity as `key`, then bounds the modulus of the sum by the sum of the moduli. The inequality stays strict because the sum contains at least atom i.

`memLp_of_close` shows that a measurable function within L of a square-integrable one is itself square integrable, by adding the bounded difference. `mean_square_sub_le` is the finite-time estimate. Its step `hms` is m ≤ √(E f²), obtained by integrating 2m|f| − m² ≤ f², which is the expanded square; `hpt` is the pointwise bound on |g² − f²|.

`diffusion_transfer` divides by n. The limit `h3` says that the bound tends to 0, and `squeeze_zero_norm` passes this on to the difference of the mean squares. `tracer_diffusion` applies it with the centre of mass as f and the tracer as g. `com_diffusion_of_tracer` exchanges the roles, using `memLp_of_close` to supply square integrability of the tracer.

`msd_com_of_uncorrelated` writes the displacement as a telescoping sum, expands its square and integrates term by term; `hcov` leaves s for each k. `tracer_diffusion_of_uncorrelated` then notes that the centre-of-mass mean square divided by n equals s for all n > 0, and applies `tracer_diffusion`.
